# The mean momentum of an equal superposition of the two lowest box levels oscillates

To check a wave-packet propagation, one can compare the rate of change of the mean momentum with the mean force. In a hard-walled box that comparison generally needs a wall term, even where the interior potential is flat. Setting the force to $-\langle V'\rangle = 0$ from the interior alone would predict a constant mean momentum. For one particle in one dimension, in an equal superposition of the two lowest levels, the prediction fails, and the motion can be worked out exactly.

## Momentum from the coherence of two levels

Let a particle of mass $m$ move in the box $0\le x\le L$, with zero potential inside and $\psi=0$ at both walls. The levels $n=1,2,\dots$ and their angular frequencies are

$$\varphi_n(x)=\sqrt{\tfrac{2}{L}}\,\sin\frac{n\pi x}{L},\qquad \omega_n=\frac{n^2\pi^2\hbar}{2mL^2}.$$

Since $\varphi_n''=-(n\pi/L)^2\varphi_n$ and $\hbar\omega_n=\frac{\hbar^2}{2m}(n\pi/L)^2$, each $\varphi_n e^{-i\omega_n t}$ solves the free Schrödinger equation, and so does the superposition

$$\psi=a\varphi_1+b\varphi_2,\qquad a=\frac{e^{-i\omega_1t}}{\sqrt2},\quad b=\frac{e^{-i\omega_2t}}{\sqrt2}.$$

Keep $a$ and $b$ general for the moment, with $|a|^2+|b|^2=1$. In $\langle p\rangle=\int_0^L\bar\psi\,(-i\hbar\psi')\,dx$ the diagonal terms vanish, because $\int_0^L\varphi_n\varphi_n'\,dx=\tfrac12[\varphi_n^2]_0^L=0$. With $u=\pi x/L$, one cross integral is

$$\int_0^L\varphi_2\varphi_1'\,dx=\frac2L\int_0^\pi 2\sin u\cos^2u\,du=\frac{8}{3L}.$$

Integration by parts gives the other, $\int_0^L\varphi_1\varphi_2'\,dx=-8/(3L)$. Hence

$$\langle p\rangle=-i\hbar\,\frac{8}{3L}\,(a\bar b-\bar a b)=\frac{16\hbar}{3L}\,\mathrm{Im}(a\bar b).$$

For the evolving state $a\bar b=\tfrac12e^{i\Omega t}$, where $\Omega=\omega_2-\omega_1=3\pi^2\hbar/(2mL^2)$. Therefore

$$\langle p\rangle=\frac{8\hbar}{3L}\sin\frac{3\pi^2\hbar t}{2mL^2}.$$

This is zero at $t=0$ and $8\hbar/(3L)$ a quarter period later, at $t=mL^2/(3\pi\hbar)$.

## The force supplied by the walls

The slopes at the walls are

$$\psi'(0)=\sqrt{\tfrac2L}\,\frac{\pi}{L}(a+2b),\qquad \psi'(L)=\sqrt{\tfrac2L}\,\frac{\pi}{L}(-a+2b).$$

In the difference of their squared moduli only the cross terms survive:

$$|\psi'(0)|^2-|\psi'(L)|^2=\frac{16\pi^2}{L^3}\,\mathrm{Re}(a\bar b)=\frac{8\pi^2}{L^3}\cos\Omega t.$$

Differentiating the sine formula gives $\frac{8\hbar}{3L}\Omega\cos\Omega t=\frac{4\pi^2\hbar^2}{mL^3}\cos\Omega t$, so

$$\frac{d\langle p\rangle}{dt}=\frac{\hbar^2}{2m}\left(|\psi'(0)|^2-|\psi'(L)|^2\right).$$

The left wall pushes to the right and the right wall to the left, each in proportion to the squared slope there.

## The box and its states in Lean

```lean
import Mathlib

open Real ComplexConjugate

namespace BoxEhrenfest

noncomputable section
```

The levels are real functions, and `slope` is the expected derivative.

```lean
/-- The sine formula for the real wave function of level `n` (`n ≥ 1`) in a box of length `L > 0`.
-/
def level (L : ℝ) (n : ℕ) (x : ℝ) : ℝ := √(2 / L) * Real.sin (n * π * x / L)

/-- The spatial slope of level `n`. -/
def slope (L : ℝ) (n : ℕ) (x : ℝ) : ℝ :=
  √(2 / L) * (n * π / L) * Real.cos (n * π * x / L)
```

These functions are defined on the whole real line and are not cut off outside the box. Derivatives at the walls are therefore those of the sine formula, which agree with the slopes taken from inside.

```lean
/-- The superposition of the two lowest levels with complex amplitudes `a` and `b`. -/
def boxState (L : ℝ) (a b : ℂ) (x : ℝ) : ℂ := a * (level L 1 x : ℂ) + b * (level L 2 x : ℂ)
```

The amplitudes `a` and `b` are arbitrary complex numbers, with no normalisation imposed.

```lean
/-- The angular frequency of level `n`, its energy divided by `ħ`. -/
def frequency (ħ m L : ℝ) (n : ℕ) : ℝ := n ^ 2 * π ^ 2 * ħ / (2 * m * L ^ 2)

/-- The amplitude of level `n` at time `t`, starting from `1/√2`. -/
def amplitude (ħ m L : ℝ) (n : ℕ) (t : ℝ) : ℂ :=
  Complex.exp (((-(frequency ħ m L n * t) : ℝ) : ℂ) * Complex.I) / ((√2 : ℝ) : ℂ)

/-- The equal superposition of the two lowest levels, in phase at `t = 0`, at time `t`. -/
def equalState (ħ m L t : ℝ) : ℝ → ℂ :=
  boxState L (amplitude ħ m L 1 t) (amplitude ħ m L 2 t)
```

`equalState ħ m L t` is $\psi$ at time $t$. Its amplitudes both have squared modulus $1/2$.

```lean
/-- The integral of `conj ψ * (-iħ ψ')` over the box, which is the mean momentum when `ψ` is
normalised there. -/
def meanMomentum (ħ L : ℝ) (ψ : ℝ → ℂ) : ℂ :=
  ∫ x in (0 : ℝ)..L, conj (ψ x) * (-Complex.I * ħ * deriv ψ x)
```

`meanMomentum` is complex-valued, uses the actual derivative `deriv ψ`, and does not divide by the norm. For general amplitudes it is an expectation value when $|a|^2+|b|^2=1$.

## Slopes and the Schrödinger equation

```lean
/-- The first derivative of a level is its slope, and the second is `-(nπ/L)²` times the level. -/
theorem hasDerivAt_level (L : ℝ) (n : ℕ) (x : ℝ) :
    HasDerivAt (level L n) (slope L n x) x ∧
      HasDerivAt (slope L n) (-((n * π / L) ^ 2 * level L n x)) x := by
  have h : HasDerivAt (fun y : ℝ => n * π * y / L) (n * π / L) x :=
    (((hasDerivAt_id' x).const_mul ((n : ℝ) * π)).div_const L).congr_deriv (by ring)
  exact ⟨(h.sin.const_mul (√(2 / L))).congr_deriv (by unfold slope; ring),
    (h.cos.const_mul (√(2 / L) * (n * π / L))).congr_deriv (by unfold level; ring)⟩

/-- The slope of a superposition is the superposition of the slopes. -/
theorem hasDerivAt_boxState (L : ℝ) (a b : ℂ) (x : ℝ) :
    HasDerivAt (boxState L a b) (a * (slope L 1 x : ℂ) + b * (slope L 2 x : ℂ)) x :=
  ((hasDerivAt_level L 1 x).1.ofReal_comp.const_mul a).fun_add
    ((hasDerivAt_level L 2 x).1.ofReal_comp.const_mul b)
```

The first of these lemmas gives $\varphi_n'$ and $\varphi_n''$; the second extends the first derivative to superpositions by linearity.

```lean
/-- The evolving state obeys the Schrödinger equation with zero potential and vanishes at
both walls. -/
theorem equalState_schrodinger (ħ m L t x : ℝ) :
    Complex.I * ħ * deriv (fun s => equalState ħ m L s x) t
        = -((ħ : ℂ) ^ 2 / (2 * m)) * deriv (deriv (equalState ħ m L t)) x ∧
      equalState ħ m L t 0 = 0 ∧ equalState ħ m L t L = 0 := by
  refine ⟨?_, by simp [equalState, boxState, level], ?_⟩
  · -- each amplitude rotates at its own frequency
    have hamp : ∀ n : ℕ, HasDerivAt (fun s => amplitude ħ m L n s)
        (-Complex.I * (frequency ħ m L n : ℂ) * amplitude ħ m L n t) t := by
      intro n
      have h : HasDerivAt
          (fun s : ℝ => ((-(frequency ħ m L n * s) : ℝ) : ℂ) * Complex.I)
          (-(frequency ħ m L n : ℂ) * Complex.I) t :=
        (((hasDerivAt_id' t).const_mul (frequency ħ m L n)).fun_neg.ofReal_comp.mul_const
          Complex.I).congr_deriv (by push_cast; ring)
      exact (h.cexp.div_const _).congr_deriv (by unfold amplitude; ring)
    have ht : HasDerivAt (fun s => equalState ħ m L s x) _ t :=
      ((hamp 1).mul_const (level L 1 x : ℂ)).fun_add ((hamp 2).mul_const (level L 2 x : ℂ))
    have hd : deriv (equalState ħ m L t) = fun y =>
        amplitude ħ m L 1 t * (slope L 1 y : ℂ) + amplitude ħ m L 2 t * (slope L 2 y : ℂ) :=
      funext fun y => (hasDerivAt_boxState L _ _ y).deriv
    have hx := ((hasDerivAt_level L 1 x).2.ofReal_comp.const_mul (amplitude ħ m L 1 t)).fun_add
      ((hasDerivAt_level L 2 x).2.ofReal_comp.const_mul (amplitude ħ m L 2 t))
    -- the frequency matches the kinetic energy
    have key : ∀ n : ℕ, (ħ : ℂ) * (frequency ħ m L n : ℂ)
        = (ħ : ℂ) ^ 2 / (2 * m) * (n * π / L) ^ 2 := by
      intro n
      simp only [frequency]
      push_cast
      ring
    have k1 := key 1
    have k2 := key 2
    rw [ht.deriv, hd, hx.deriv]
    push_cast at k1 k2 ⊢
    linear_combination
      (-(ħ : ℂ) * ((frequency ħ m L 1 : ℂ) * amplitude ħ m L 1 t * (level L 1 x : ℂ)
        + (frequency ħ m L 2 : ℂ) * amplitude ħ m L 2 t * (level L 2 x : ℂ))) * Complex.I_sq
      + amplitude ħ m L 1 t * (level L 1 x : ℂ) * k1
      + amplitude ħ m L 2 t * (level L 2 x : ℂ) * k2
  · rcases eq_or_ne L 0 with h | h
    · simp [equalState, boxState, level, h]
    · simp [equalState, boxState, level, mul_div_cancel_right₀ _ h]
```

This theorem confirms that the assumed time dependence is the right one: the state obeys the zero-potential equation and vanishes at $0$ and $L$. In the proof, `hamp` differentiates the phases and `key` is the identity $\hbar\omega_n=\frac{\hbar^2}{2m}(n\pi/L)^2$. The final `linear_combination` applies it to both levels.

## The momentum formula

```lean
/-- The coherence between the two levels is one half times a phase rotating at the difference
of their frequencies. -/
theorem coherence (ħ m L t : ℝ) :
    amplitude ħ m L 1 t * conj (amplitude ħ m L 2 t) = ((1 / 2 : ℝ) : ℂ) *
      Complex.exp (((3 * π ^ 2 * ħ * t / (2 * m * L ^ 2) : ℝ) : ℂ) * Complex.I) := by
  have h2 : ((√2 : ℝ) : ℂ) * ((√2 : ℝ) : ℂ) = 2 := by
    rw [← Complex.ofReal_mul, Real.mul_self_sqrt (by norm_num)]
    norm_num
  unfold amplitude
  rw [map_div₀, Complex.conj_ofReal, ← Complex.exp_conj, div_mul_div_comm, h2,
    ← Complex.exp_add]
  have harg : ((-(frequency ħ m L 1 * t) : ℝ) : ℂ) * Complex.I
      + conj (((-(frequency ħ m L 2 * t) : ℝ) : ℂ) * Complex.I)
      = ((3 * π ^ 2 * ħ * t / (2 * m * L ^ 2) : ℝ) : ℂ) * Complex.I := by
    simp only [map_mul, Complex.conj_ofReal, Complex.conj_I, frequency]
    push_cast
    ring
  have half : ((1 / 2 : ℝ) : ℂ) = 1 / 2 := by norm_num
  rw [harg, half]
  ring
```

Conjugation reverses the phase of the second amplitude, so the exponents combine into the difference frequency, and the two factors $1/\sqrt2$ give the half.

```lean
/-- For any amplitudes `a` and `b` of the two lowest levels, normalised or not, the integral
`meanMomentum` is `16ħ/(3L)` times the imaginary part of `a * conj b`. -/
theorem meanMomentum_boxState {L : ℝ} (hL : 0 < L) (ħ : ℝ) (a b : ℂ) :
    meanMomentum ħ L (boxState L a b)
      = ((16 * ħ / (3 * L) * (a * conj b).im : ℝ) : ℂ) := by
  have hr : ((√(2 / L) : ℝ) : ℂ) * ((√(2 / L) : ℝ) : ℂ) = 2 / L := by
    rw [← Complex.ofReal_mul, Real.mul_self_sqrt (by positivity)]
    simp
  have him : a * conj b - conj a * b = 2 * Complex.I * ((a * conj b).im : ℂ) := by
    have h := Complex.sub_conj (a * conj b)
    rw [map_mul, Complex.conj_conj] at h
    rw [h]
    push_cast
    ring
  -- the integrand in terms of the sine and cosine of `πx/L`
  have hI : ∀ x : ℝ, conj (boxState L a b x) * (-Complex.I * ħ * deriv (boxState L a b) x)
      = -Complex.I * ħ * (√(2 / L) : ℝ) * (√(2 / L) : ℝ) * ((π / L : ℝ) : ℂ)
        * (Real.sin (π * x / L) : ℝ) * (conj a + 2 * conj b * (Real.cos (π * x / L) : ℝ))
        * (a * (Real.cos (π * x / L) : ℝ)
          + 2 * b * (2 * ((Real.cos (π * x / L) : ℝ) : ℂ) ^ 2 - 1)) := by
    intro x
    have e1 : ((1 : ℕ) : ℝ) * π * x / L = π * x / L := by simp
    have e2 : ((2 : ℕ) : ℝ) * π * x / L = 2 * (π * x / L) := by push_cast; ring
    rw [(hasDerivAt_boxState L a b x).deriv]
    simp only [boxState, level, slope, map_add, map_mul, Complex.conj_ofReal]
    rw [e1, e2, Real.sin_two_mul, Real.cos_two_mul]
    push_cast
    ring
  unfold meanMomentum
  simp only [hI]
  -- an antiderivative that is a polynomial in the cosine
  have hF : ∀ x : ℝ, HasDerivAt (fun y : ℝ =>
      -Complex.I * ħ * (√(2 / L) : ℝ) * (√(2 / L) : ℝ) *
        ((2 * conj b * b - conj a * a / 2)
            * (((Real.cos (π * y / L) : ℝ) : ℂ) * ((Real.cos (π * y / L) : ℝ) : ℂ))
          + (-2 * conj b * b)
            * (((Real.cos (π * y / L) : ℝ) : ℂ) * ((Real.cos (π * y / L) : ℝ) : ℂ)
              * (((Real.cos (π * y / L) : ℝ) : ℂ) * ((Real.cos (π * y / L) : ℝ) : ℂ)))
          + (2 * conj a * b) * ((Real.cos (π * y / L) : ℝ) : ℂ)
          + (-4 / 3 * conj a * b - 2 / 3 * conj b * a)
            * (((Real.cos (π * y / L) : ℝ) : ℂ) * ((Real.cos (π * y / L) : ℝ) : ℂ)
              * ((Real.cos (π * y / L) : ℝ) : ℂ))))
      (-Complex.I * ħ * (√(2 / L) : ℝ) * (√(2 / L) : ℝ) * ((π / L : ℝ) : ℂ)
        * (Real.sin (π * x / L) : ℝ) * (conj a + 2 * conj b * (Real.cos (π * x / L) : ℝ))
        * (a * (Real.cos (π * x / L) : ℝ)
          + 2 * b * (2 * ((Real.cos (π * x / L) : ℝ) : ℂ) ^ 2 - 1))) x := by
    intro x
    have hu : HasDerivAt (fun y : ℝ => π * y / L) (π / L) x :=
      (((hasDerivAt_id' x).const_mul π).div_const L).congr_deriv (by ring)
    have hc : HasDerivAt (fun y : ℝ => ((Real.cos (π * y / L) : ℝ) : ℂ))
        ((-Real.sin (π * x / L) * (π / L) : ℝ) : ℂ) x := hu.cos.ofReal_comp
    have h2 := hc.fun_mul hc
    refine (((((h2.const_mul _).fun_add ((h2.fun_mul h2).const_mul _)).fun_add
      (hc.const_mul _)).fun_add ((h2.fun_mul hc).const_mul _)).const_mul _).congr_deriv ?_
    push_cast
    ring
  rw [intervalIntegral.integral_eq_sub_of_hasDerivAt (fun x _ => hF x)
    (Continuous.intervalIntegrable (by fun_prop) _ _)]
  have cL : Real.cos (π * L / L) = -1 := by
    rw [mul_div_cancel_right₀ _ hL.ne', Real.cos_pi]
  have c0 : Real.cos (π * 0 / L) = 1 := by simp
  simp only [cL, c0]
  push_cast
  linear_combination (4 / 3 * (-Complex.I * ħ) * (a * conj b - conj a * b)) * hr
    + (4 / 3 * (-Complex.I * ħ) * (2 / L)) * him
    - (16 / 3 * ħ / L * ((a * conj b).im : ℂ)) * Complex.I_sq
```

Here the proof takes a slightly different route from the separate cross integrals. The double-angle formulas in `hI` turn the whole integrand into $\sin u$ times a polynomial in $\cos u$, and `hF` verifies an explicit antiderivative that is itself a polynomial in $\cos u$. Between the walls $\cos u$ goes from $1$ to $-1$. The even powers, which carry $|a|^2$ and $|b|^2$, cancel, and the odd powers leave the cross terms. The facts `hr` and `him` then supply the normalisation $2/L$ and the step $a\bar b-\bar ab=2i\,\mathrm{Im}(a\bar b)$.

```lean
/-- The mean momentum of the equal superposition is `(8ħ/(3L)) sin(3π²ħt/(2mL²))`. -/
theorem meanMomentum_equalState {L : ℝ} (hL : 0 < L) (ħ m t : ℝ) :
    meanMomentum ħ L (equalState ħ m L t)
      = ((8 * ħ / (3 * L) * Real.sin (3 * π ^ 2 * ħ * t / (2 * m * L ^ 2)) : ℝ) : ℂ) := by
  unfold equalState
  rw [meanMomentum_boxState hL, coherence, Complex.im_ofReal_mul, Complex.exp_ofReal_mul_I_im]
  congr 1
  ring
```

Inserting the coherence gives the sine formula for every real $t$. Only $L>0$ is required; the physical reading takes $m$ and $\hbar$ positive.

```lean
/-- The mean momentum of the equal superposition is not constant in time. -/
theorem meanMomentum_not_constant {ħ m L : ℝ} (hħ : ħ ≠ 0) (hm : m ≠ 0) (hL : 0 < L) :
    ¬ ∃ c : ℂ, ∀ t : ℝ, meanMomentum ħ L (equalState ħ m L t) = c := by
  rintro ⟨c, hc⟩
  have h0 : c = 0 := by
    rw [← hc 0, meanMomentum_equalState hL]
    simp
  -- a quarter period later the sine equals one
  have h1 := hc (m * L ^ 2 / (3 * π * ħ))
  have harg : 3 * π ^ 2 * ħ * (m * L ^ 2 / (3 * π * ħ)) / (2 * m * L ^ 2) = π / 2 := by
    have hπ := Real.pi_ne_zero
    have hL' := hL.ne'
    field_simp
  rw [meanMomentum_equalState hL, harg, Real.sin_pi_div_two, mul_one, h0] at h1
  have h2 : 8 * ħ / (3 * L) ≠ 0 := by positivity
  exact h2 (Complex.ofReal_eq_zero.mp h1)
```

Non-constancy does need $\hbar\neq0$ and $m\neq0$. A supposed constant `c` must be zero by the value at $t=0$, which contradicts the nonzero value at the quarter period.

## The wall term

```lean
/-- The squared modulus of the slope at the left wall minus that at the right wall is `16π²/L³`
times the real part of `a * conj b`. -/
theorem wall_slopes {L : ℝ} (hL : 0 < L) (a b : ℂ) :
    ‖deriv (boxState L a b) 0‖ ^ 2 - ‖deriv (boxState L a b) L‖ ^ 2
      = 16 * π ^ 2 / L ^ 3 * (a * conj b).re := by
  have hr : √(2 / L) * √(2 / L) = 2 / L := Real.mul_self_sqrt (by positivity)
  have s1 : slope L 1 0 = √(2 / L) * (π / L) := by simp [slope]
  have s2 : slope L 2 0 = √(2 / L) * (2 * π / L) := by simp [slope]
  have s3 : slope L 1 L = -(√(2 / L) * (π / L)) := by
    simp [slope, mul_div_cancel_right₀ _ hL.ne']
  have s4 : slope L 2 L = √(2 / L) * (2 * π / L) := by
    simp [slope, mul_div_cancel_right₀ _ hL.ne']
  rw [(hasDerivAt_boxState L a b 0).deriv, (hasDerivAt_boxState L a b L).deriv, s1, s2, s3, s4,
    ← Complex.normSq_eq_norm_sq, ← Complex.normSq_eq_norm_sq]
  simp only [Complex.normSq_apply, Complex.add_re, Complex.add_im, Complex.mul_re,
    Complex.mul_im, Complex.ofReal_re, Complex.ofReal_im, Complex.conj_re, Complex.conj_im]
  linear_combination (8 * π ^ 2 / L ^ 2 * (a.re * b.re + a.im * b.im)) * hr
```

The four facts `s1` to `s4` are the wall slopes of the two levels. The sign change in `s3` is what makes the two squared moduli differ. Like the momentum formula in terms of the coherence, this identity holds for all `a` and `b`.

```lean
/-- The mean momentum of the equal superposition changes at the rate `ħ²/(2m)` times the difference
of the squared moduli of the slopes at the walls, left minus right. -/
theorem wall_force {L : ℝ} (hL : 0 < L) (ħ m t : ℝ) :
    HasDerivAt (fun s => meanMomentum ħ L (equalState ħ m L s))
      ((ħ ^ 2 / (2 * m) * (‖deriv (equalState ħ m L t) 0‖ ^ 2
        - ‖deriv (equalState ħ m L t) L‖ ^ 2) : ℝ) : ℂ) t := by
  have hw : ‖deriv (equalState ħ m L t) 0‖ ^ 2 - ‖deriv (equalState ħ m L t) L‖ ^ 2
      = 16 * π ^ 2 / L ^ 3 * (1 / 2 * Real.cos (3 * π ^ 2 * ħ * t / (2 * m * L ^ 2))) := by
    have h := wall_slopes hL (amplitude ħ m L 1 t) (amplitude ħ m L 2 t)
    rw [coherence, Complex.re_ofReal_mul, Complex.exp_ofReal_mul_I_re] at h
    exact h
  have hθ : HasDerivAt (fun s : ℝ => 3 * π ^ 2 * ħ * s / (2 * m * L ^ 2))
      (3 * π ^ 2 * ħ / (2 * m * L ^ 2)) t :=
    (((hasDerivAt_id' t).const_mul (3 * π ^ 2 * ħ)).div_const _).congr_deriv (by ring)
  rw [hw, funext fun s => meanMomentum_equalState hL ħ m s]
  exact ((hθ.sin.const_mul (8 * ħ / (3 * L))).congr_deriv (by ring)).ofReal_comp

end

end BoxEhrenfest
```

`HasDerivAt` states that the derivative exists and has the given value. The proof evaluates the wall difference through the coherence, differentiates the sine formula, and finds that the two agree. It establishes the force balance for this state, not an Ehrenfest theorem for every state in a box or for a nonzero interior potential. The walls are ideal throughout: they enter as the condition $\psi=0$, not as the limit of a steep finite potential.

```lean
#print axioms BoxEhrenfest.equalState_schrodinger
#print axioms BoxEhrenfest.meanMomentum_boxState
#print axioms BoxEhrenfest.meanMomentum_not_constant
#print axioms BoxEhrenfest.wall_force
```

```
'BoxEhrenfest.equalState_schrodinger' depends on axioms: [propext, Classical.choice, Quot.sound]
'BoxEhrenfest.meanMomentum_boxState' depends on axioms: [propext, Classical.choice, Quot.sound]
'BoxEhrenfest.meanMomentum_not_constant' depends on axioms: [propext, Classical.choice, Quot.sound]
'BoxEhrenfest.wall_force' depends on axioms: [propext, Classical.choice, Quot.sound]
```
